# For T > 0, the degenerate-shell gap equation Δ = D0 tanh(Δ/(2T)) has a positive solution exactly when T < D0/2

## At which temperatures does a degenerate shell have a gap?

I count as a gap any strictly positive real number Δ that solves the gap equation, because Δ = 0 solves it at every temperature. For pair levels that all lie at the chemical potential, with Boltzmann's constant set to one, the equation is

Δ = D0 tanh(Δ/(2T)).

Here T is the temperature and D0 > 0 is an energy set by the pairing strength and the number of levels. A sketch of the two sides suggests that a gap exists only for T < D0/2, and that it always lies below D0. Can this be made rigorous, without relying on the picture, and checked by machine?

## Inequalities for sinh give the threshold

Yes. The starting point is the BCS gap equation for n pair levels at energies εₖ from the chemical potential, with pairing strength G:

Δ = G Σₖ Δ/(2Eₖ) tanh(Eₖ/(2T)), Eₖ = √(εₖ² + Δ²).

If every εₖ is zero and Δ > 0, then Eₖ = Δ. Each term of the sum is ½ tanh(Δ/(2T)), which gives your equation with D0 = Gn/2. Physically, D0 is the zero-temperature gap.

Put x = Δ/(2T). For T > 0 and Δ > 0 we have x > 0, and the equation reads

Δ cosh x = D0 sinh x.

The left side and sinh x are positive, so D0 > 0. Since sinh x < cosh x, it follows that Δ < D0.

By the mean value theorem, sinh x = x cosh ξ for some ξ between 0 and x, so sinh x < x cosh x. Hence Δ < D0 x. Inserting Δ = 2Tx and dividing by x gives 2T < D0.

Conversely, let 0 < T < D0/2 and set c = D0/(2T) > 1. Consider

f(x) = c sinh x − x cosh x.

At L = log c > 0, sinh L ≥ L and cosh L = (c + 1/c)/2 ≤ c, so f(L) ≥ cL − Lc = 0. At c, f(c) = c(sinh c − cosh c) < 0. As log c < c, f has a zero x between them. Then Δ = 2Tx solves the equation, and Δ ≥ 2T log(D0/(2T)).

## Why there is only one gap, and why it falls on heating

A positive solution satisfies tanh x / x = 2T/D0, so it is enough that tanh x / x strictly decreases for x > 0.

For 0 < a < b, the mean value theorem gives sinh b − sinh a > (b − a) cosh a. Multiplying by a and using a cosh a > sinh a yields b sinh a < a sinh b. For 0 < x < y, take a = y − x and b = y + x. The addition formulas then reduce this to

x sinh y cosh x < y cosh y sinh x,

which is tanh y / y < tanh x / x.

Two gaps at the same T therefore have the same x, and so coincide. If T₁ < T₂, the ratio is larger at T₂, so x₂ < x₁. Since Δ = D0 tanh x, also Δ₂ < Δ₁.

## A shell of four levels

Take n = 4 and G = 1/2, so D0 = 1, and choose x = log 3. Then

tanh x = (3 − 1/3)/(3 + 1/3) = 4/5,

so Δ = 0.8 and T = Δ/(2x) = 0.4/log 3 ≈ 0.364. This is below D0/2 = 0.5, and Δ is below D0. The lower bound 2T log(D0/(2T)) is about 0.231.

## What the Lean statements say

`BCSGap G T ε Δ` is the many-level equation, with the levels given by `ε : Fin n → ℝ`, and `IsGap D0 T Δ` is the degenerate one. Both are conditions on a real number Δ; no function Δ(T) is defined. `bcsGap_degenerate` shows that they are equivalent for Δ > 0 when all levels are zero and D0 = Gn/2.

The main theorem, `gap_equation`, assumes only T > 0. It states that a positive solution exists if and only if `T < D0 / 2`, and that every positive solution is below D0. Your assumption D0 > 0 is not needed, since either side of the equivalence implies it.

The mean-field equation is taken as given, with one pairing strength for all levels and the chemical potential fixed at the shell. It is not derived from a Hamiltonian, and free energies are not compared. Within this degenerate mean-field model, D0/2 is an exact onset temperature against which a numerical BCS solver can be compared.

```lean
import Mathlib

open Real

namespace DegenerateShellGap

noncomputable section

/-- Quasiparticle energy of a level at energy `ε` from the chemical potential, with gap `Δ`. -/
def quasiparticleEnergy (ε Δ : ℝ) : ℝ := √(ε ^ 2 + Δ ^ 2)

/-- The BCS gap equation at temperature `T` (with Boltzmann constant one) for `n` pair levels `ε`
and pairing strength `G`; its domain is `T ≠ 0` and nonzero quasiparticle energies. -/
def BCSGap {n : ℕ} (G T : ℝ) (ε : Fin n → ℝ) (Δ : ℝ) : Prop :=
  Δ = G * ∑ k, Δ / (2 * quasiparticleEnergy (ε k) Δ) *
    tanh (quasiparticleEnergy (ε k) Δ / (2 * T))

/-- The gap equation `Δ = D0 tanh (Δ / (2T))` of a degenerate shell, for `T ≠ 0`. -/
def IsGap (D0 T Δ : ℝ) : Prop := Δ = D0 * tanh (Δ / (2 * T))

/-- If all `n` pair levels lie at the chemical potential, the BCS gap equation for a positive gap
is the degenerate-shell equation with `D0 = G n / 2`. -/
theorem bcsGap_degenerate (n : ℕ) (G T : ℝ) {Δ : ℝ} (hΔ : 0 < Δ) :
    BCSGap G T (fun _ : Fin n => 0) Δ ↔ IsGap (G * n / 2) T Δ := by
  have hE : quasiparticleEnergy 0 Δ = Δ := by
    unfold quasiparticleEnergy
    rw [zero_pow two_ne_zero, zero_add, Real.sqrt_sq hΔ.le]
  have h2 : Δ / (2 * Δ) = 1 / 2 := by field_simp
  unfold BCSGap IsGap
  simp only [hE, h2, Finset.sum_const, Finset.card_univ, Fintype.card_fin, nsmul_eq_mul]
  have h3 : G * ((n : ℝ) * (1 / 2 * tanh (Δ / (2 * T)))) =
      G * n / 2 * tanh (Δ / (2 * T)) := by ring
  rw [h3]

/-- For positive `x`, `sinh x` lies strictly below `x cosh x`. -/
theorem sinh_lt_mul_cosh {x : ℝ} (hx : 0 < x) : sinh x < x * cosh x := by
  obtain ⟨c, hc, h⟩ := exists_hasDerivAt_eq_slope Real.sinh Real.cosh hx
    Real.continuous_sinh.continuousOn (fun y _ => Real.hasDerivAt_sinh y)
  have hlt : cosh c < cosh x :=
    Real.cosh_lt_cosh.2 (by rw [abs_of_pos hc.1, abs_of_pos hx]; exact hc.2)
  rw [Real.sinh_zero, sub_zero, sub_zero] at h
  rw [h, div_lt_iff₀ hx] at hlt
  linarith

/-- The ratio `tanh x / x` is strictly decreasing for positive `x`. -/
theorem tanh_div_lt {x y : ℝ} (hx : 0 < x) (hxy : x < y) : tanh y / y < tanh x / x := by
  -- first, `sinh t / t` increases
  have key : ∀ a b : ℝ, 0 < a → a < b → b * sinh a < a * sinh b := by
    intro a b ha hab
    obtain ⟨c, hc, h⟩ := exists_hasDerivAt_eq_slope Real.sinh Real.cosh hab
      Real.continuous_sinh.continuousOn (fun y _ => Real.hasDerivAt_sinh y)
    have hlt : cosh a < cosh c :=
      Real.cosh_lt_cosh.2 (by rw [abs_of_pos ha, abs_of_pos (ha.trans hc.1)]; exact hc.1)
    rw [h, lt_div_iff₀ (sub_pos.2 hab)] at hlt
    nlinarith [mul_lt_mul_of_pos_left hlt ha,
      mul_lt_mul_of_pos_right (sinh_lt_mul_cosh ha) (sub_pos.2 hab)]
  -- then compare the points `y - x` and `y + x`
  have h := key (y - x) (y + x) (by linarith) (by linarith)
  rw [Real.sinh_sub, Real.sinh_add] at h
  rw [Real.tanh_eq_sinh_div_cosh y, Real.tanh_eq_sinh_div_cosh x, div_div, div_div,
    div_lt_div_iff₀ (mul_pos (Real.cosh_pos y) (hx.trans hxy)) (mul_pos (Real.cosh_pos x) hx)]
  nlinarith [h]

/-- The gap equation written without a quotient of hyperbolic functions. -/
theorem isGap_iff {D0 T Δ : ℝ} :
    IsGap D0 T Δ ↔ Δ * cosh (Δ / (2 * T)) = D0 * sinh (Δ / (2 * T)) := by
  unfold IsGap
  rw [Real.tanh_eq_sinh_div_cosh, ← mul_div_assoc, eq_div_iff (Real.cosh_pos _).ne']

/-- A positive gap at temperature `T > 0` is smaller than `D0`, and `T` is below `D0 / 2`. -/
theorem gap_bounds {D0 T Δ : ℝ} (hT : 0 < T) (hΔ : 0 < Δ) (h : IsGap D0 T Δ) :
    Δ < D0 ∧ T < D0 / 2 := by
  have h' := isGap_iff.1 h
  obtain ⟨x, hxdef⟩ : ∃ x, x = Δ / (2 * T) := ⟨_, rfl⟩
  rw [← hxdef] at h'
  have hx : 0 < x := by rw [hxdef]; positivity
  have hΔx : Δ = 2 * T * x := by rw [hxdef]; field_simp
  have hs : 0 < sinh x := Real.sinh_pos_iff.2 hx
  have hc : 0 < cosh x := Real.cosh_pos x
  have hD : 0 < D0 := by
    by_contra hn
    nlinarith [mul_pos hΔ hc, mul_nonneg (neg_nonneg.2 (not_lt.1 hn)) hs.le]
  constructor
  · have h1 : Δ * cosh x < D0 * cosh x := by
      rw [h']
      exact mul_lt_mul_of_pos_left (Real.sinh_lt_cosh x) hD
    exact lt_of_mul_lt_mul_right h1 hc.le
  · have h1 : Δ * cosh x < D0 * x * cosh x := by
      rw [h']
      nlinarith [mul_lt_mul_of_pos_left (sinh_lt_mul_cosh hx) hD]
    have h2 : Δ < D0 * x := lt_of_mul_lt_mul_right h1 hc.le
    have h3 : 2 * T < D0 := lt_of_mul_lt_mul_right (by linarith : 2 * T * x < D0 * x) hx.le
    linarith

/-- For `0 < T < D0 / 2` there is a positive gap, of size at least `2T log (D0 / (2T))`. -/
theorem exists_gap {D0 T : ℝ} (hT : 0 < T) (h : T < D0 / 2) :
    ∃ Δ, 0 < Δ ∧ 2 * T * log (D0 / (2 * T)) ≤ Δ ∧ IsGap D0 T Δ := by
  obtain ⟨c, hcdef⟩ : ∃ c, c = D0 / (2 * T) := ⟨_, rfl⟩
  have hc : 1 < c := by
    rw [hcdef]
    exact (one_lt_div (by positivity)).2 (by linarith)
  have hD : D0 = 2 * T * c := by rw [hcdef]; field_simp
  have hL : 0 < log c := Real.log_pos hc
  have hLc : log c ≤ c := by linarith [Real.log_le_sub_one_of_pos (zero_lt_one.trans hc)]
  have hcosh : cosh (log c) ≤ c := by
    have h1 : rexp (-log c) ≤ 1 := Real.exp_le_one_iff.2 (by linarith)
    rw [Real.cosh_eq, Real.exp_log (zero_lt_one.trans hc)]
    linarith
  -- a sign change of `c sinh x - x cosh x` between `log c` and `c`
  have hcont : Continuous (fun x : ℝ => c * sinh x - x * cosh x) :=
    (continuous_const.mul Real.continuous_sinh).sub (continuous_id.mul Real.continuous_cosh)
  have hleft : 0 ≤ c * sinh (log c) - log c * cosh (log c) := by
    nlinarith [mul_le_mul_of_nonneg_left (Real.self_le_sinh_iff.2 hL.le)
      (zero_lt_one.trans hc).le, mul_le_mul_of_nonneg_left hcosh hL.le]
  have hright : c * sinh c - c * cosh c ≤ 0 := by
    nlinarith [mul_lt_mul_of_pos_left (Real.sinh_lt_cosh c) (zero_lt_one.trans hc)]
  obtain ⟨x, hx, hzero⟩ := intermediate_value_Icc' hLc hcont.continuousOn ⟨hright, hleft⟩
  have hz : c * sinh x - x * cosh x = 0 := hzero
  have hxpos : 0 < x := hL.trans_le hx.1
  refine ⟨2 * T * x, by positivity, ?_, ?_⟩
  · rw [← hcdef]
    exact mul_le_mul_of_nonneg_left hx.1 (by positivity)
  · have hq : 2 * T * x / (2 * T) = x := by field_simp
    rw [isGap_iff, hq, hD]
    linear_combination (-(2 * T)) * hz

/-- At temperature `T > 0` the degenerate-shell gap equation has a positive solution exactly when
`T < D0 / 2`, and every positive solution is below `D0`. -/
theorem gap_equation {D0 T : ℝ} (hT : 0 < T) :
    ((∃ Δ, 0 < Δ ∧ IsGap D0 T Δ) ↔ T < D0 / 2) ∧
      ∀ Δ, 0 < Δ → IsGap D0 T Δ → Δ < D0 := by
  refine ⟨⟨?_, ?_⟩, fun Δ hΔ h => (gap_bounds hT hΔ h).1⟩
  · rintro ⟨Δ, hΔ, h⟩
    exact (gap_bounds hT hΔ h).2
  · intro h
    obtain ⟨Δ, hΔ, -, hgap⟩ := exists_gap hT h
    exact ⟨Δ, hΔ, hgap⟩

/-- A positive gap fixes the ratio `tanh x / x` at `x = Δ / (2T)` to be `2T / D0`. -/
theorem gap_ratio {D0 T Δ : ℝ} (hT : 0 < T) (hΔ : 0 < Δ) (h : IsGap D0 T Δ) :
    tanh (Δ / (2 * T)) / (Δ / (2 * T)) = 2 * T / D0 := by
  have hD : 0 < D0 := hΔ.trans (gap_bounds hT hΔ h).1
  have hx : 0 < Δ / (2 * T) := by positivity
  have hm : 2 * T * (Δ / (2 * T)) = Δ := by field_simp
  rw [div_eq_div_iff hx.ne' hD.ne', hm, mul_comm]
  exact h.symm

/-- At a given temperature `T > 0` there is at most one positive gap. -/
theorem gap_unique {D0 T Δ Δ' : ℝ} (hT : 0 < T) (hΔ : 0 < Δ) (hΔ' : 0 < Δ')
    (h : IsGap D0 T Δ) (h' : IsGap D0 T Δ') : Δ = Δ' := by
  have h2T : 0 < 2 * T := by positivity
  rcases lt_trichotomy Δ Δ' with hl | he | hl
  · have hr := tanh_div_lt (div_pos hΔ h2T) (div_lt_div_of_pos_right hl h2T)
    rw [gap_ratio hT hΔ h, gap_ratio hT hΔ' h'] at hr
    exact absurd hr (lt_irrefl _)
  · exact he
  · have hr := tanh_div_lt (div_pos hΔ' h2T) (div_lt_div_of_pos_right hl h2T)
    rw [gap_ratio hT hΔ h, gap_ratio hT hΔ' h'] at hr
    exact absurd hr (lt_irrefl _)

/-- At fixed `D0`, if there are positive gaps at two temperatures `0 < T₁ < T₂`, the gap at `T₂` is
strictly smaller than the gap at `T₁`. -/
theorem gap_strictAnti {D0 T₁ T₂ Δ₁ Δ₂ : ℝ} (hT₁ : 0 < T₁) (hT : T₁ < T₂)
    (hΔ₁ : 0 < Δ₁) (hΔ₂ : 0 < Δ₂) (h₁ : IsGap D0 T₁ Δ₁) (h₂ : IsGap D0 T₂ Δ₂) :
    Δ₂ < Δ₁ := by
  have hT₂ : 0 < T₂ := hT₁.trans hT
  have hD : 0 < D0 := hΔ₁.trans (gap_bounds hT₁ hΔ₁ h₁).1
  have r₁ := gap_ratio hT₁ hΔ₁ h₁
  have r₂ := gap_ratio hT₂ hΔ₂ h₂
  have g₁ := isGap_iff.1 h₁
  have g₂ := isGap_iff.1 h₂
  have hx₁ : 0 < Δ₁ / (2 * T₁) := by positivity
  generalize Δ₁ / (2 * T₁) = x₁ at r₁ g₁ hx₁
  generalize Δ₂ / (2 * T₂) = x₂ at r₂ g₂
  have hr : tanh x₁ / x₁ < tanh x₂ / x₂ := by
    rw [r₁, r₂]
    exact div_lt_div_of_pos_right (by linarith) hD
  -- the reduced gap `Δ / (2T)` decreases
  have hx : x₂ < x₁ := by
    by_contra hn
    rcases (not_lt.1 hn).eq_or_lt with he | hl
    · rw [he] at hr
      exact lt_irrefl _ hr
    · exact lt_asymm hr (tanh_div_lt hx₁ hl)
  -- hence so does `Δ = D0 tanh x`
  have hs := Real.sinh_pos_iff.2 (sub_pos.2 hx)
  rw [Real.sinh_sub] at hs
  have key : D0 * (sinh x₁ * cosh x₂ - cosh x₁ * sinh x₂) =
      (Δ₁ - Δ₂) * (cosh x₁ * cosh x₂) := by
    linear_combination (-cosh x₂) * g₁ + cosh x₁ * g₂
  have hp := mul_pos hD hs
  rw [key] at hp
  by_contra hn
  nlinarith [mul_nonneg (sub_nonneg.2 (not_lt.1 hn))
    (mul_pos (Real.cosh_pos x₁) (Real.cosh_pos x₂)).le]

end

end DegenerateShellGap
```

```lean
#print axioms DegenerateShellGap.bcsGap_degenerate
#print axioms DegenerateShellGap.gap_equation
#print axioms DegenerateShellGap.gap_unique
#print axioms DegenerateShellGap.gap_strictAnti
```

```
'DegenerateShellGap.bcsGap_degenerate' depends on axioms: [propext, Classical.choice, Quot.sound]
'DegenerateShellGap.gap_equation' depends on axioms: [propext, Classical.choice, Quot.sound]
'DegenerateShellGap.gap_unique' depends on axioms: [propext, Classical.choice, Quot.sound]
'DegenerateShellGap.gap_strictAnti' depends on axioms: [propext, Classical.choice, Quot.sound]
```

## How the proof follows the calculation

`isGap_iff` clears the denominator cosh x. `sinh_lt_mul_cosh` is the mean value argument, with `exists_hasDerivAt_eq_slope` supplying ξ.

`gap_bounds` first obtains D0 > 0 by contradiction. It then proves Δ cosh x < D0 cosh x and Δ cosh x < D0 x cosh x, and cancels the positive factor cosh x with `lt_of_mul_lt_mul_right`. The first gives Δ < D0. In the second, Δ = 2Tx is inserted and x is cancelled in the same way, which gives 2T < D0.

`exists_gap` establishes the signs of f at log c and c as `hleft` and `hright`. `intermediate_value_Icc'` provides the zero, and `linear_combination` turns f(x) = 0 back into the gap equation. `gap_equation` combines these two results.

In `tanh_div_lt`, the inner statement `key` is b sinh a < a sinh b, applied at y − x and y + x. `gap_ratio` gives tanh x / x = 2T/D0. `gap_unique` uses it to rule out both Δ < Δ' and Δ' < Δ.

`gap_strictAnti` first shows x₂ < x₁. For the last step it uses the identity

D0 sinh(x₁ − x₂) = (Δ₁ − Δ₂) cosh x₁ cosh x₂,

whose left side is positive, so Δ₂ < Δ₁.
